# Zero-field and grounded walls bracket the capacitance of a linearised electrolyte

When the electrolyte in a calculation ends at a far wall, the capacitance depends on the condition imposed there. In the linearised Poisson–Boltzmann model of a flat electrode in a cell one screening length thick, a field-free far wall gives a capacitance 24% below that of an infinitely thick electrolyte, and a grounded wall, held at the potential of the bulk electrolyte, gives one 31% above it. In this model, the size and the sign of the truncation error can be found exactly for both walls at any thickness.

## Capacitance from the two wall conditions

Let \(x\) be the distance from the electrode, \(f(x)\) the potential relative to the bulk electrolyte, and \(L>0\) the cell thickness. The potential satisfies

\[
f''=k^2f \quad\text{on } [0,L],\qquad f(0)=V\neq 0 .
\]

Here \(1/k\), with \(k>0\), is the screening length, the distance over which mobile ions attenuate the potential. It is set by the ion concentrations and charges, the temperature and the permittivity. The surface charge is proportional to \(-f'(0)\), so the capacitance per area, in units of the permittivity, is \(C=-f'(0)/V\).

The claim is that \(C=k\tanh(kL)\) if \(f'(L)=0\) (an uncharged wall) and \(C=k\coth(kL)\) if \(f(L)=0\) (a wall held at the bulk potential). These values lie strictly below and above the infinite-cell value \(k\), their geometric mean is \(k\), and both errors are asymptotic to \(2ke^{-2kL}\).

Consider the combinations

\[
P=f'\cosh k(L-x)+kf\sinh k(L-x),\qquad Q=f'\sinh k(L-x)+kf\cosh k(L-x).
\]

Differentiating \(P\) and using \(f''=k^2f\) gives

\[
P'=k^2f\cosh k(L-x)-kf'\sinh k(L-x)+kf'\sinh k(L-x)-k^2f\cosh k(L-x)=0,
\]

and \(Q'=0\) follows with the hyperbolic functions exchanged. Equating the values at the two walls,

\[
f'(0)\cosh kL+kV\sinh kL=f'(L),\qquad f'(0)\sinh kL+kV\cosh kL=kf(L).
\]

Setting \(f'(L)=0\) in the first relation gives \(C=k\tanh kL\). Setting \(f(L)=0\) in the second gives \(C=k\coth kL\). Adding the two relations gives

\[
(f'(0)+kV)e^{kL}=f'(L)+kf(L),
\]

so \(C=k\) exactly when \(f'(L)=-kf(L)\).

For the infinite cell, write the second relation in exponentials:

\[
(f'(0)+kV)e^{kL}=2kf(L)+(f'(0)-kV)e^{-kL}.
\]

If \(f\) is bounded on the half line, the right side stays bounded as \(L\) grows. The left side does so only if \(f'(0)=-kV\), hence \(C=k\).

Since \(0<\sinh kL<\cosh kL\), we have \(0<\tanh kL<1\), which gives the strict bracket. The product of the two capacitances is \(k^2\), so their geometric mean is \(k\). With \(q=e^{-2kL}\), \(\tanh kL=(1-q)/(1+q)\), and

\[
k-k\tanh kL=\frac{2kq}{1+q},\qquad k\coth kL-k=\frac{2kq}{1-q}.
\]

Divided by \(2kq\), both errors tend to 1 as \(L\to\infty\).

## The cell and its capacitance in Lean

```lean
import Mathlib

open Set Filter Topology

namespace ElectrolyteCellTruncation

noncomputable section

/-- The potential `f` with slope `f'` solves the linearised Poisson-Boltzmann equation
`f'' = k² f` on the cell `[0, L]`, with the electrode at `x = 0` held at potential `V`. -/
structure IsCellPotential (k L V : ℝ) (f f' : ℝ → ℝ) : Prop where
  slope : ∀ x ∈ Icc 0 L, HasDerivWithinAt f (f' x) (Icc 0 L) x
  balance : ∀ x ∈ Icc 0 L, HasDerivWithinAt f' (k ^ 2 * f x) (Icc 0 L) x
  electrode : f 0 = V
```

In `IsCellPotential`, the potential `f` and the slope `f'` are separate real functions, linked by the field `slope`. The field `balance` is the differential equation. Derivatives are taken within `Icc 0 L`, so they are one-sided at the walls, and nothing is required of the functions outside the cell. The model is planar and mean-field, with uniform permittivity and no compact ion layer at the electrode. Linearisation restricts it to potentials small compared with the thermal voltage.

```lean
/-- Capacitance per area, in units of the permittivity, of an electrode at potential `V ≠ 0`
when the potential has slope `f'`. -/
def capacitance (V : ℝ) (f' : ℝ → ℝ) : ℝ := -f' 0 / V
```

This definition uses the charge on the electrode. The capacitance could also be defined from the ionic charge in the electrolyte, as \(k^2\int_0^L f\,dx/V=(f'(L)-f'(0))/V\). That agrees at a zero-field wall, but at a grounded wall it gives \(k\tanh(kL/2)\), because part of the countercharge sits on the wall. Both truncations would then lie below \(k\), and the bracket would be lost.

## Transfer between the walls

```lean
/-- Slopes of the two hyperbolic profiles measured from the far wall at `L`. -/
theorem hyperbolic_slopes (k L x : ℝ) :
    HasDerivAt (fun y => Real.cosh (k * (L - y))) (-(k * Real.sinh (k * (L - x)))) x ∧
    HasDerivAt (fun y => Real.sinh (k * (L - y))) (-(k * Real.cosh (k * (L - x)))) x := by
  have h : HasDerivAt (fun y : ℝ => k * (L - y)) (-k) x :=
    (((hasDerivAt_id' x).const_sub L).const_mul k).congr_deriv (by ring)
  exact ⟨h.cosh.congr_deriv (by ring), h.sinh.congr_deriv (by ring)⟩
```

These are the derivatives of the two weights in \(P\) and \(Q\).

```lean
/-- Transfer relations for a cell of thickness `L > 0`: the potential and slope at the electrode
give the slope at the far wall and `k` times the potential there. -/
theorem wall_transfer {k L V : ℝ} {f f' : ℝ → ℝ} (hL : 0 < L)
    (h : IsCellPotential k L V f f') :
    f' 0 * Real.cosh (k * L) + k * V * Real.sinh (k * L) = f' L ∧
    f' 0 * Real.sinh (k * L) + k * V * Real.cosh (k * L) = k * f L := by
  -- a quantity with zero derivative takes the same value at both walls
  have const : ∀ g : ℝ → ℝ, (∀ x ∈ Icc 0 L, HasDerivWithinAt g 0 (Icc 0 L) x) →
      g L = g 0 := fun g hg =>
    constant_of_derivWithin_zero (fun x hx => (hg x hx).differentiableWithinAt)
      (fun x hx => (hg x (Ico_subset_Icc_self hx)).derivWithin
        (uniqueDiffOn_Icc hL x (Ico_subset_Icc_self hx))) L (right_mem_Icc.2 hL.le)
  have e1 := const (fun x => f' x * Real.cosh (k * (L - x))
      + k * f x * Real.sinh (k * (L - x))) (fun x hx =>
    (((h.balance x hx).fun_mul (hyperbolic_slopes k L x).1.hasDerivWithinAt).fun_add
      (((h.slope x hx).const_mul k).fun_mul
        (hyperbolic_slopes k L x).2.hasDerivWithinAt)).congr_deriv (by ring))
  have e2 := const (fun x => f' x * Real.sinh (k * (L - x))
      + k * f x * Real.cosh (k * (L - x))) (fun x hx =>
    (((h.balance x hx).fun_mul (hyperbolic_slopes k L x).2.hasDerivWithinAt).fun_add
      (((h.slope x hx).const_mul k).fun_mul
        (hyperbolic_slopes k L x).1.hasDerivWithinAt)).congr_deriv (by ring))
  simp only [sub_self, mul_zero, Real.cosh_zero, Real.sinh_zero, mul_one, add_zero,
    zero_add, sub_zero, h.electrode] at e1 e2
  exact ⟨e1.symm, e2.symm⟩
```

The local statement `const` says that a function with zero derivative throughout the cell has equal values at its ends. It is applied to \(P\) for `e1` and to \(Q\) for `e2`. The product rule supplies each derivative, and `ring` performs the cancellation. Simplification at \(x=0\) and \(x=L\) leaves the two transfer relations.

## Three conditions at the far wall

```lean
/-- With zero field at the far wall, an electrode at `V ≠ 0` in a cell of thickness `L > 0`
has capacitance `k tanh(kL)`. -/
theorem capacitance_zero_field {k L V : ℝ} {f f' : ℝ → ℝ} (hL : 0 < L) (hV : V ≠ 0)
    (h : IsCellPotential k L V f f') (hend : f' L = 0) :
    capacitance V f' = k * Real.tanh (k * L) := by
  have e := (wall_transfer hL h).1
  rw [capacitance, Real.tanh_eq_sinh_div_cosh, ← mul_div_assoc,
    div_eq_div_iff hV (Real.cosh_pos _).ne']
  linear_combination -e - hend

/-- With a grounded far wall, an electrode at `V ≠ 0` has capacitance
`k coth(kL) = k / tanh(kL)`, for `k, L > 0`. -/
theorem capacitance_grounded {k L V : ℝ} {f f' : ℝ → ℝ} (hk : 0 < k) (hL : 0 < L)
    (hV : V ≠ 0) (h : IsCellPotential k L V f f') (hend : f L = 0) :
    capacitance V f' = k / Real.tanh (k * L) := by
  have e := (wall_transfer hL h).2
  have hs : 0 < Real.sinh (k * L) := Real.sinh_pos_iff.2 (mul_pos hk hL)
  rw [capacitance, Real.tanh_eq_sinh_div_cosh, div_div_eq_mul_div,
    div_eq_div_iff hV hs.ne']
  linear_combination -e - k * hend
```

Each theorem concerns every solution with the stated wall condition. The proofs clear denominators and finish with `linear_combination` from one transfer relation. The hyperbolic cotangent is written as the reciprocal of `Real.tanh`. The grounded case uses \(k>0\) to make \(\sinh kL\) positive.

```lean
/-- For `V ≠ 0` and `L > 0`, the truncated cell has capacitance exactly `k` if and only if
the far wall obeys the mixed condition `f'(L) = -k f(L)`. -/
theorem capacitance_exact_iff {k L V : ℝ} {f f' : ℝ → ℝ} (hL : 0 < L) (hV : V ≠ 0)
    (h : IsCellPotential k L V f f') :
    capacitance V f' = k ↔ f' L = -(k * f L) := by
  obtain ⟨e1, e2⟩ := wall_transfer hL h
  have hp : 0 < Real.cosh (k * L) + Real.sinh (k * L) := by
    rw [Real.cosh_add_sinh]
    exact Real.exp_pos _
  rw [capacitance, div_eq_iff hV]
  constructor
  · intro hh
    linear_combination -e1 - e2 - (Real.cosh (k * L) + Real.sinh (k * L)) * hh
  · intro hh
    have hz : (f' 0 + k * V) * (Real.cosh (k * L) + Real.sinh (k * L)) = 0 := by
      linear_combination e1 + e2 + hh
    have := (mul_eq_zero.1 hz).resolve_right hp.ne'
    linarith
```

The proof adds the transfer relations and cancels the positive factor \(\cosh kL+\sinh kL=e^{kL}\). The mixed condition says that the potential at the wall has the logarithmic slope of a decaying exponential.

## The infinite cell

```lean
/-- Infinite cell: for `k > 0` and `V ≠ 0`, a potential that solves the equation on the whole
half line and stays bounded gives the capacitance `k`. -/
theorem capacitance_infinite {k V B : ℝ} {f f' : ℝ → ℝ} (hk : 0 < k) (hV : V ≠ 0)
    (h : ∀ L > 0, IsCellPotential k L V f f') (hB : ∀ x, 0 ≤ x → |f x| ≤ B) :
    capacitance V f' = k := by
  rw [capacitance, div_eq_iff hV]
  suffices hA : f' 0 + k * V = 0 by linarith
  by_contra hA
  have hA' : 0 < |f' 0 + k * V| := abs_pos.2 hA
  have hB0 : 0 ≤ B := (abs_nonneg _).trans (hB 0 le_rfl)
  have hM : 0 < 2 * k * B + |f' 0 - k * V| + 1 := by positivity
  -- a thickness at which the growing exponential would exceed the bound
  obtain ⟨L, hL, hLM⟩ : ∃ L > 0,
      |f' 0 + k * V| * (k * L) = 2 * k * B + |f' 0 - k * V| + 1 :=
    ⟨(2 * k * B + |f' 0 - k * V| + 1) / (|f' 0 + k * V| * k),
      div_pos hM (mul_pos hA' hk), by
        rw [← mul_assoc]
        exact mul_div_cancel₀ _ (mul_pos hA' hk).ne'⟩
  have e := (wall_transfer hL (h L hL)).2
  rw [Real.sinh_eq, Real.cosh_eq] at e
  have key : (f' 0 + k * V) * Real.exp (k * L)
      = 2 * k * f L + (f' 0 - k * V) * Real.exp (-(k * L)) := by
    linear_combination 2 * e
  have he : Real.exp (-(k * L)) ≤ 1 :=
    Real.exp_le_one_iff.2 (by linarith [mul_pos hk hL])
  have hle : |f' 0 + k * V| * Real.exp (k * L) ≤ 2 * k * B + |f' 0 - k * V| * 1 := by
    calc |f' 0 + k * V| * Real.exp (k * L)
        = |2 * k * f L + (f' 0 - k * V) * Real.exp (-(k * L))| := by
          rw [← key, abs_mul, Real.abs_exp]
      _ ≤ |2 * k * f L| + |(f' 0 - k * V) * Real.exp (-(k * L))| := abs_add_le _ _
      _ = 2 * k * |f L| + |f' 0 - k * V| * Real.exp (-(k * L)) := by
          rw [abs_mul (2 * k), abs_mul (f' 0 - k * V), Real.abs_exp,
            abs_of_pos (by positivity : 0 < 2 * k)]
      _ ≤ _ := add_le_add (mul_le_mul_of_nonneg_left (hB L hL.le) (by positivity))
          (mul_le_mul_of_nonneg_left he (abs_nonneg _))
  have hge := mul_le_mul_of_nonneg_left (Real.add_one_le_exp (k * L)) hA'.le
  linarith
```

One pair `f`, `f'` solves the equation on every cell \([0,L]\), and therefore on the half line. The bound `B` expresses screening: the potential does not grow far from the electrode. Some restriction of this kind is needed, since \(V\cosh kx\) also solves the equation and has zero capacitance.

The proof supposes \(f'(0)+kV\neq0\) and picks a thickness with \(|f'(0)+kV|\,kL=2kB+|f'(0)-kV|+1\). The identity `key` is the exponential form above, and `hle` bounds its left side by \(2kB+|f'(0)-kV|\). The inequality \(e^{kL}\ge kL+1\) makes that side larger than its bound, a contradiction.

## Bracket and error

```lean
/-- For `k, L > 0` and `V ≠ 0`, the zero-field and grounded truncations strictly bracket the
infinite-cell capacitance `k`, and their geometric mean equals `k`. -/
theorem truncation_bracket {k L V : ℝ} {f f' g g' : ℝ → ℝ} (hk : 0 < k) (hL : 0 < L)
    (hV : V ≠ 0) (hf : IsCellPotential k L V f f') (hfL : f' L = 0)
    (hg : IsCellPotential k L V g g') (hgL : g L = 0) :
    capacitance V f' < k ∧ k < capacitance V g' ∧
    Real.sqrt (capacitance V f' * capacitance V g') = k := by
  rw [capacitance_zero_field hL hV hf hfL, capacitance_grounded hk hL hV hg hgL]
  have ht0 : 0 < Real.tanh (k * L) := by
    rw [Real.tanh_eq_sinh_div_cosh]
    exact div_pos (Real.sinh_pos_iff.2 (mul_pos hk hL)) (Real.cosh_pos _)
  have ht1 : Real.tanh (k * L) < 1 := by
    rw [Real.tanh_eq_sinh_div_cosh, div_lt_one (Real.cosh_pos _)]
    exact Real.sinh_lt_cosh _
  have hlt : k * Real.tanh (k * L) < k := by nlinarith
  refine ⟨hlt, (lt_div_iff₀ ht0).2 hlt, ?_⟩
  have hprod : k * Real.tanh (k * L) * (k / Real.tanh (k * L)) = k ^ 2 := by
    field_simp
  rw [hprod, Real.sqrt_sq hk.le]
```

Here `f` belongs to the zero-field cell and `g` to the grounded one, with the same \(k\), \(L\) and \(V\). After the capacitances are replaced by their formulas, `ht0` and `ht1` give \(0<\tanh kL<1\), and `hprod` gives the product \(k^2\).

```lean
/-- The factor `tanh(kL)` written through the attenuation `exp(-2kL)` over twice the cell
thickness. -/
theorem tanh_attenuation (k L : ℝ) : Real.tanh (k * L)
    = (1 - Real.exp (-(2 * k * L))) / (1 + Real.exp (-(2 * k * L))) := by
  have h : Real.exp (-(k * L)) = Real.exp (k * L) * Real.exp (-(2 * k * L)) := by
    rw [← Real.exp_add]
    congr 1
    ring
  rw [Real.tanh_eq_sinh_div_cosh, Real.sinh_eq, Real.cosh_eq, h,
    div_eq_div_iff (by positivity) (by positivity)]
  ring
```

This is the formula for \(\tanh kL\) in terms of \(q\), obtained by writing \(e^{-kL}=e^{kL}q\).

```lean
/-- For `k > 0` and `V ≠ 0`, the errors of the zero-field and the grounded truncation are both
asymptotic to `2k exp(-2kL)` as the cell thickness `L` grows. -/
theorem truncation_error_decay {k V : ℝ} {f f' g g' : ℝ → ℝ → ℝ} (hk : 0 < k) (hV : V ≠ 0)
    (hf : ∀ L > 0, IsCellPotential k L V (f L) (f' L)) (hfL : ∀ L > 0, f' L L = 0)
    (hg : ∀ L > 0, IsCellPotential k L V (g L) (g' L)) (hgL : ∀ L > 0, g L L = 0) :
    Tendsto (fun L => (k - capacitance V (f' L)) / (2 * k * Real.exp (-(2 * k * L))))
      atTop (𝓝 1) ∧
    Tendsto (fun L => (capacitance V (g' L) - k) / (2 * k * Real.exp (-(2 * k * L))))
      atTop (𝓝 1) := by
  have hq : Tendsto (fun L : ℝ => Real.exp (-(2 * k * L))) atTop (𝓝 0) :=
    Real.tendsto_exp_neg_atTop_nhds_zero.comp
      (tendsto_id.const_mul_atTop (by positivity : 0 < 2 * k))
  have h1 : Tendsto (fun L : ℝ => (1 + Real.exp (-(2 * k * L)))⁻¹) atTop (𝓝 1) := by
    simpa using (hq.const_add 1).inv₀ (by norm_num)
  have h2 : Tendsto (fun L : ℝ => (1 - Real.exp (-(2 * k * L)))⁻¹) atTop (𝓝 1) := by
    simpa using (hq.const_sub 1).inv₀ (by norm_num)
  constructor
  · refine h1.congr' ?_
    filter_upwards [eventually_gt_atTop 0] with L hL
    rw [capacitance_zero_field hL hV (hf L hL) (hfL L hL), tanh_attenuation]
    have hq0 := Real.exp_pos (-(2 * k * L))
    generalize Real.exp (-(2 * k * L)) = q at hq0 ⊢
    have hr : (1 + q) * (1 + q)⁻¹ = 1 := mul_inv_cancel₀ (by positivity)
    rw [eq_div_iff (by positivity), div_eq_mul_inv]
    linear_combination k * hr
  · refine h2.congr' ?_
    filter_upwards [eventually_gt_atTop 0] with L hL
    rw [capacitance_grounded hk hL hV (hg L hL) (hgL L hL), tanh_attenuation]
    have hq0 := Real.exp_pos (-(2 * k * L))
    have hq1 : Real.exp (-(2 * k * L)) < 1 := by
      rw [Real.exp_lt_one_iff]
      linarith [mul_pos hk hL]
    generalize Real.exp (-(2 * k * L)) = q at hq0 hq1 ⊢
    have hr : (1 - q) * (1 - q)⁻¹ = 1 := mul_inv_cancel₀ (by linarith)
    rw [eq_div_iff (by positivity), div_div_eq_mul_div, div_eq_mul_inv]
    linear_combination -k * hr
```

There is now one potential for each thickness: `f L` is the potential in the cell of thickness \(L\), and `f' L L` is its slope at the far wall. The limits `h1` and `h2` are those of \(1/(1+q)\) and \(1/(1-q)\). The rest of the proof shows that the error ratios equal these expressions for every \(L>0\).

## Profiles that solve both problems

```lean
/-- For `k, L > 0`, explicit hyperbolic profiles solve the truncated problem with zero field
at the far wall and the one with a grounded far wall. -/
theorem cell_potential_witness {k L : ℝ} (V : ℝ) (hk : 0 < k) (hL : 0 < L) :
    (IsCellPotential k L V (fun x => V * Real.cosh (k * (L - x)) / Real.cosh (k * L))
        (fun x => -(k * V) * Real.sinh (k * (L - x)) / Real.cosh (k * L)) ∧
      -(k * V) * Real.sinh (k * (L - L)) / Real.cosh (k * L) = 0) ∧
    (IsCellPotential k L V (fun x => V * Real.sinh (k * (L - x)) / Real.sinh (k * L))
        (fun x => -(k * V) * Real.cosh (k * (L - x)) / Real.sinh (k * L)) ∧
      V * Real.sinh (k * (L - L)) / Real.sinh (k * L) = 0) := by
  have hc := (Real.cosh_pos (k * L)).ne'
  have hs := (Real.sinh_pos_iff.2 (mul_pos hk hL)).ne'
  refine ⟨⟨⟨fun x _ => ?_, fun x _ => ?_, ?_⟩, by simp⟩,
    ⟨⟨fun x _ => ?_, fun x _ => ?_, ?_⟩, by simp⟩⟩
  · exact ((((hyperbolic_slopes k L x).1.const_mul V).div_const _).congr_deriv
      (by ring)).hasDerivWithinAt
  · exact ((((hyperbolic_slopes k L x).2.const_mul (-(k * V))).div_const _).congr_deriv
      (by ring)).hasDerivWithinAt
  · simp only [sub_zero]
    exact mul_div_cancel_right₀ V hc
  · exact ((((hyperbolic_slopes k L x).2.const_mul V).div_const _).congr_deriv
      (by ring)).hasDerivWithinAt
  · exact ((((hyperbolic_slopes k L x).1.const_mul (-(k * V))).div_const _).congr_deriv
      (by ring)).hasDerivWithinAt
  · simp only [sub_zero]
    exact mul_div_cancel_right₀ V hs

end

end ElectrolyteCellTruncation
```

The profiles are \(V\cosh k(L-x)/\cosh kL\) for zero field and \(V\sinh k(L-x)/\sinh kL\) for a grounded wall. The derivatives from `hyperbolic_slopes` verify the equations, so the results for truncated cells apply to actual potentials.

```lean
#print axioms ElectrolyteCellTruncation.capacitance_zero_field
#print axioms ElectrolyteCellTruncation.capacitance_infinite
#print axioms ElectrolyteCellTruncation.truncation_bracket
#print axioms ElectrolyteCellTruncation.truncation_error_decay
```

```
'ElectrolyteCellTruncation.capacitance_zero_field' depends on axioms: [propext, Classical.choice, Quot.sound]
'ElectrolyteCellTruncation.capacitance_infinite' depends on axioms: [propext, Classical.choice, Quot.sound]
'ElectrolyteCellTruncation.truncation_bracket' depends on axioms: [propext, Classical.choice, Quot.sound]
'ElectrolyteCellTruncation.truncation_error_decay' depends on axioms: [propext, Classical.choice, Quot.sound]
```

## The last grid point of a solver

In electronic-structure calculations with a continuum electrolyte, the result estimates the cell-size error of the diffuse-layer part of the capacitance, as far as the electrolyte responds linearly, has uniform permittivity and varies only along the surface normal. The electronic response of the electrode and any ion-free gap next to it also enter the total capacitance and are not modelled here. In a finite-difference solver with spacing \(h\) and last potential value \(f_N\), the wall condition is the equation for that value. To first order in \(h\), it is \(f_N=f_{N-1}\) for zero field, \(f_N=0\) for a grounded wall, and \((1+kh)f_N=f_{N-1}\) for the mixed condition. At \(kL=3\), the first two choices correspond to continuum capacitances of \(0.9951\,k\) and \(1.0050\,k\), while the mixed condition corresponds to \(k\) at any thickness.
